# Volmer–Tafel hydrogen evolution: a unique steady coverage and a rate that saturates at the recombination constant

Extrapolate the low-coverage Tafel line of a Volmer–Tafel electrode to large overpotential, and the predicted hydrogen production grows exponentially without bound. Adsorbed atoms must meet to recombine, and a full surface can supply no more of them. The quadratic for the coverage holds a second trap: its other root is negative, but squaring it gives a positive rate that looks acceptable and also diverges as discharge becomes faster.

Both errors disappear once the physical root is identified and its limit is known. The model is mean-field, with one kind of site, no lateral interactions, no Heyrovsky step, no transport limitation and irreversible recombination. The code works over the real numbers.

In Lean 4 with Mathlib:

```lean
import Mathlib

open Filter Topology

namespace VolmerTafel

noncomputable section
```

## The balance of adsorbed hydrogen

Let $\theta$ be the fraction of sites that carry a hydrogen atom. Volmer discharge fills free sites at rate $v(1-\theta)$, with the proton activity absorbed in $v$. The reverse step empties sites at rate $b\theta$. Tafel recombination produces molecules at rate $t\theta^2$ per site and removes two atoms each time. In the steady state

$$v(1-\theta)=b\theta+2t\theta^2 .$$

`IsSteady v b t θ` is this equation and nothing more; positivity of the constants and the range of $\theta$ enter as separate hypotheses.

```lean
/-- Steady state of the adsorbed hydrogen: Volmer discharge on free sites balances the reverse
step and the Tafel recombination, which removes two atoms per molecule. -/
def IsSteady (v b t θ : ℝ) : Prop := v * (1 - θ) = b * θ + 2 * t * θ ^ 2
```

The production rate counts molecules, so it has no factor 2. Recombination transfers no electron, and the model takes the constant $t$ to be independent of potential.

```lean
/-- Rate of hydrogen production by recombination of two adsorbed atoms. -/
def tafelRate (t θ : ℝ) : ℝ := t * θ ^ 2
```

Written as $2t\theta^2+(v+b)\theta-v=0$, the balance has roots whose product is $-v/(2t)<0$, so exactly one is positive. Multiplying numerator and denominator of the usual formula by the conjugate gives

$$\theta=\frac{-(v+b)+\sqrt{(v+b)^2+8tv}}{4t}=\frac{2v}{v+b+\sqrt{(v+b)^2+8tv}} .$$

The last form is the better one in a microkinetic code: when $8tv\ll(v+b)^2$, the first subtracts two nearly equal numbers, while the second only adds positive ones.

```lean
/-- Explicit hydrogen coverage for discharge constant `v`, reverse constant `b` and
recombination constant `t`. -/
def coverage (v b t : ℝ) : ℝ := 2 * v / (v + b + √((v + b) ^ 2 + 8 * t * v))
```

## The root lies between an empty and a full surface

Let $v,b,t>0$ and let $\theta\ge 0$ satisfy the balance. If $\theta=0$, the equation reads $v=0$, which is false. If $\theta\ge1$, the left side is at most zero while the right side is positive, which is again impossible. Hence $0<\theta<1$. The proof treats the two cases in this order, and `Set.Ioo (0 : ℝ) 1` is the open interval.

```lean
/-- A nonnegative steady coverage lies strictly between the empty and the full surface. -/
theorem steady_mem_Ioo {v b t θ : ℝ} (hv : 0 < v) (hb : 0 < b) (ht : 0 < t)
    (h0 : 0 ≤ θ) (h : IsSteady v b t θ) : θ ∈ Set.Ioo (0 : ℝ) 1 := by
  unfold IsSteady at h
  have hpos : 0 < θ := by
    rcases h0.eq_or_lt with h1 | h1
    · rw [← h1] at h
      norm_num at h
      linarith
    · exact h1
  refine ⟨hpos, ?_⟩
  by_contra hc
  have h1 : 0 ≤ v * (θ - 1) := mul_nonneg hv.le (by linarith [not_lt.mp hc])
  have h2 : 0 < b * θ + 2 * t * θ ^ 2 := by positivity
  linarith
```

To check that the explicit expression solves the balance, call its denominator $D$. Since $(D-(v+b))^2=(v+b)^2+8tv$,

$$D^2-2(v+b)D=8tv .$$

Inserting $\theta=2v/D$ gives

$$2t\theta^2+(v+b)\theta-v=\frac{v}{D^2}\left(8tv+2(v+b)D-D^2\right)=0 .$$

In the code, `hD` is the quadratic for $D$ and `hθ` is $\theta D=2v$. The final `linear_combination` obtains the balance, multiplied by $4v$, from these two. The previous lemma then places the root in $(0,1)$.

```lean
/-- The explicit coverage is a steady state with a partly filled surface. -/
theorem coverage_steady {v b t : ℝ} (hv : 0 < v) (hb : 0 < b) (ht : 0 < t) :
    coverage v b t ∈ Set.Ioo (0 : ℝ) 1 ∧ IsSteady v b t (coverage v b t) := by
  have hs : √((v + b) ^ 2 + 8 * t * v) ^ 2 = (v + b) ^ 2 + 8 * t * v :=
    Real.sq_sqrt (by positivity)
  have hs0 := Real.sqrt_nonneg ((v + b) ^ 2 + 8 * t * v)
  -- the denominator `D` solves a quadratic of its own, `hD` below
  obtain ⟨D, hDdef⟩ : ∃ D, D = v + b + √((v + b) ^ 2 + 8 * t * v) := ⟨_, rfl⟩
  have hDpos : 0 < D := by rw [hDdef]; linarith
  have hD : D ^ 2 - 2 * (v + b) * D = 8 * t * v := by
    rw [hDdef]
    linear_combination hs
  have hc : coverage v b t = 2 * v / D := by rw [hDdef]; rfl
  have hθ : coverage v b t * D = 2 * v := by
    rw [hc]
    exact div_mul_cancel₀ _ hDpos.ne'
  have h0 : 0 ≤ coverage v b t := by rw [hc]; positivity
  generalize coverage v b t = θ at hθ h0 ⊢
  have hst : IsSteady v b t θ := by
    unfold IsSteady
    have h4 : 4 * v ≠ 0 := by positivity
    apply mul_left_cancel₀ h4
    linear_combination θ ^ 2 * hD + (2 * (v + b) * θ - (θ * D + 2 * v)) * hθ
  exact ⟨steady_mem_Ioo hv hb ht h0 hst, hst⟩
```

## Faster discharge fills the surface

Compare two steady states with the same $t$, with $v_1<v_2$ and $b_2\le b_1$, and suppose that the coverages satisfied $\theta_2\le\theta_1$. The losses would then obey

$$b_2\theta_2+2t\theta_2^2\le b_1\theta_1+2t\theta_1^2 ,$$

while the gains would obey

$$v_2(1-\theta_2)>v_1(1-\theta_2)\ge v_1(1-\theta_1).$$

Gains equal losses in each state, so these inequalities contradict each other and $\theta_1<\theta_2$. The proof calls the two coverages `x` and `y`; `a1` and `a2` order the losses, `a3` and `a4` the gains. Letting $b$ decrease as $v$ increases covers a change of electrode potential, which acts on both constants.

```lean
/-- Faster discharge, with a reverse step that is no faster, gives a larger steady coverage. -/
theorem coverage_lt {v₁ v₂ b₁ b₂ t : ℝ} (hv₁ : 0 < v₁) (hv : v₁ < v₂)
    (hb₂ : 0 < b₂) (hb : b₂ ≤ b₁) (ht : 0 < t) :
    coverage v₁ b₁ t < coverage v₂ b₂ t := by
  obtain ⟨⟨p1, _⟩, e1⟩ := coverage_steady hv₁ (hb₂.trans_le hb) ht
  obtain ⟨⟨p2, q2⟩, e2⟩ := coverage_steady (hv₁.trans hv) hb₂ ht
  generalize coverage v₁ b₁ t = x at *
  generalize coverage v₂ b₂ t = y at *
  unfold IsSteady at e1 e2
  by_contra hc
  have hyx : y ≤ x := not_lt.mp hc
  -- losses would be ordered one way and gains the other way
  have a1 : b₂ * y ≤ b₁ * x := mul_le_mul hb hyx p2.le (hb₂.le.trans hb)
  have a2 : t * y ^ 2 ≤ t * x ^ 2 :=
    mul_le_mul_of_nonneg_left (pow_le_pow_left₀ p2.le hyx 2) ht.le
  have a3 : 0 ≤ v₁ * (x - y) := mul_nonneg hv₁.le (by linarith)
  have a4 : 0 < (v₂ - v₁) * (1 - y) := mul_pos (by linarith) (by linarith)
  nlinarith
```

## The recombination plateau

Solving the balance for the free fraction and using $\theta<1$ gives

$$0<1-\theta=\frac{b\theta+2t\theta^2}{v}\le\frac{b}{v}+\frac{2t}{v}.$$

If $v\to\infty$ and $b/v\to0$, the right side vanishes, so $\theta\to1$ and $t\theta^2\to t$.

The theorem states this for families `v i` and `b i` along an arbitrary filter `l`, which stands for whatever limiting process is meant, such as growing overpotential. The proof squeezes the coverage between $1-(b/v+2t/v)$ and 1, then squares it and multiplies by $t$.

```lean
/-- If discharge becomes arbitrarily fast, also relative to its reverse, the hydrogen production
rate tends to the recombination constant. -/
theorem rate_plateau {ι : Type*} {l : Filter ι} {v b : ι → ℝ} {t : ℝ} (ht : 0 < t)
    (hb : ∀ i, 0 < b i) (hv : Tendsto v l atTop)
    (hbv : Tendsto (fun i => b i / v i) l (𝓝 0)) :
    Tendsto (fun i => tafelRate t (coverage (v i) (b i) t)) l (𝓝 t) := by
  have hlow : Tendsto (fun i => 1 - (b i / v i + 2 * t / v i)) l (𝓝 1) := by
    simpa using (hbv.add (hv.const_div_atTop (2 * t))).const_sub 1
  have hθ : Tendsto (fun i => coverage (v i) (b i) t) l (𝓝 1) := by
    refine tendsto_of_tendsto_of_tendsto_of_le_of_le' hlow tendsto_const_nhds ?_ ?_
    · filter_upwards [hv.eventually_gt_atTop 0] with i hi
      obtain ⟨⟨p, q⟩, e⟩ := coverage_steady hi (hb i) ht
      unfold IsSteady at e
      -- the free fraction of the surface is at most `(b + 2t) / v`
      have h1 : 1 - coverage (v i) (b i) t ≤ (b i + 2 * t) / v i := by
        rw [le_div_iff₀ hi]
        have h2 := mul_le_mul_of_nonneg_left q.le (hb i).le
        have h3 := mul_le_mul_of_nonneg_left (pow_le_one₀ (n := 2) p.le q.le) ht.le
        linarith
      rw [add_div] at h1
      linarith
    · filter_upwards [hv.eventually_gt_atTop 0] with i hi
      exact (coverage_steady hi (hb i) ht).1.2.le
  simpa [tafelRate] using (hθ.pow 2).const_mul t
```

Now hold $b$ and $t$ fixed. For uniqueness, take two roots $\theta$ and $\theta'$ in $(0,1)$ and subtract their balances:

$$(\theta-\theta')\left(v+b+2t(\theta+\theta')\right)=0 .$$

The second factor is positive, so $\theta=\theta'$. The theorem has three parts. For every $v>0$, a number is a steady coverage in $(0,1)$ exactly when it equals `coverage v b t`; this coverage is strictly increasing on $v>0$; and the production rate tends to $t$ as $v\to\infty$. The last two parts are the comparison and the plateau with constant $b$.

```lean
/-- Volmer-Tafel mechanism: the steady coverage in (0,1) exists and is unique, it increases
strictly with the discharge constant `v`, and the production rate tends to `t` as `v` grows. -/
theorem volmer_tafel {b t : ℝ} (hb : 0 < b) (ht : 0 < t) :
    (∀ v, 0 < v → ∀ θ, (θ ∈ Set.Ioo (0 : ℝ) 1 ∧ IsSteady v b t θ) ↔ θ = coverage v b t) ∧
    StrictMonoOn (fun v => coverage v b t) (Set.Ioi 0) ∧
    Tendsto (fun v => tafelRate t (coverage v b t)) atTop (𝓝 t) := by
  refine ⟨fun v hv θ => ⟨?_, ?_⟩, fun x hx y _ hxy => coverage_lt hx hxy hb le_rfl ht,
    rate_plateau ht (fun _ => hb) tendsto_id (tendsto_id.const_div_atTop b)⟩
  · rintro ⟨⟨p, _⟩, e⟩
    obtain ⟨⟨p', _⟩, e'⟩ := coverage_steady hv hb ht
    unfold IsSteady at e e'
    -- the difference of the two balances factorises
    have hf : (θ - coverage v b t) * (v + b + 2 * t * (θ + coverage v b t)) = 0 := by
      linear_combination e' - e
    have hne : v + b + 2 * t * (θ + coverage v b t) ≠ 0 := by positivity
    exact sub_eq_zero.mp ((mul_eq_zero.mp hf).resolve_right hne)
  · rintro rfl
    exact coverage_steady hv hb ht
```

## The quadratic law at low coverage

If the surface is nearly empty and the Volmer step is also nearly in equilibrium, then $\theta\approx v/b$. The balance gives $b\theta\le v$, because the other loss and the term $v\theta$ are positive. Dividing the balance by $v$ gives

$$\frac{\theta}{v/b}=1-\theta-\frac{2t\theta^2}{v},\qquad \theta\le\frac vb,\qquad \frac{\theta^2}{v}\le\frac{v}{b^2},$$

and therefore

$$1-\frac vb-\frac{2tv}{b^2}\le\frac{\theta}{v/b}\le1 .$$

If $v/b\to0$ and $v/b^2\to0$, the ratio tends to 1, and $t\theta^2/(v/b)^2\to t$. The first condition keeps the surface nearly empty. The second makes recombination slow compared with the reverse Volmer step, since the ratio of these losses is $2t\theta/b\le 2tv/b^2$. In the proof, `key` is the double bound and `heq` the divided balance.

```lean
/-- When `v / b` and `v / b ^ 2` both vanish, the production rate divided by `(v / b) ^ 2`
tends to the recombination constant. -/
theorem rate_low_coverage {ι : Type*} {l : Filter ι} {v b : ι → ℝ} {t : ℝ} (ht : 0 < t)
    (hv : ∀ i, 0 < v i) (hb : ∀ i, 0 < b i) (h1 : Tendsto (fun i => v i / b i) l (𝓝 0))
    (h2 : Tendsto (fun i => v i / b i ^ 2) l (𝓝 0)) :
    Tendsto (fun i => tafelRate t (coverage (v i) (b i) t) / (v i / b i) ^ 2) l (𝓝 t) := by
  have hlow : Tendsto (fun i => 1 - (v i / b i + 2 * t * (v i / b i ^ 2))) l (𝓝 1) := by
    simpa using (h1.add (h2.const_mul (2 * t))).const_sub 1
  have key : ∀ i, 1 - (v i / b i + 2 * t * (v i / b i ^ 2)) ≤
      coverage (v i) (b i) t / (v i / b i) ∧ coverage (v i) (b i) t / (v i / b i) ≤ 1 := by
    intro i
    have hvi := hv i
    have hbi := hb i
    obtain ⟨⟨p, _⟩, e⟩ := coverage_steady hvi hbi ht
    generalize coverage (v i) (b i) t = θ at *
    unfold IsSteady at e
    have hle : θ * b i ≤ v i := by
      have a1 := mul_pos hvi p
      have a2 := mul_pos ht (pow_pos p 2)
      linarith
    have hθ : θ ≤ v i / b i := (le_div_iff₀ hbi).mpr hle
    have hq : θ ^ 2 / v i ≤ v i / b i ^ 2 := by
      rw [div_le_div_iff₀ hvi (by positivity)]
      calc θ ^ 2 * b i ^ 2 = (θ * b i) * (θ * b i) := by ring
        _ ≤ v i * v i := mul_self_le_mul_self (by positivity) hle
    have hc : θ ^ 2 / v i * v i = θ ^ 2 := div_mul_cancel₀ _ hvi.ne'
    have heq : θ / (v i / b i) = 1 - θ - 2 * t * (θ ^ 2 / v i) := by
      rw [div_div_eq_mul_div, div_eq_iff hvi.ne']
      linear_combination 2 * t * hc - e
    have hm := mul_le_mul_of_nonneg_left hq (by positivity : 0 ≤ 2 * t)
    exact ⟨by rw [heq]; linarith, (div_le_one (by positivity)).mpr hθ⟩
  have hr := tendsto_of_tendsto_of_tendsto_of_le_of_le hlow tendsto_const_nhds
    (fun i => (key i).1) (fun i => (key i).2)
  have h3 := (hr.pow 2).const_mul t
  rw [one_pow, mul_one] at h3
  refine h3.congr fun i => ?_
  rw [tafelRate, div_pow, mul_div_assoc]
```

## Dependence on overpotential

Let $x$ be the overpotential, counted positive in the cathodic direction, $f=F/(RT)$ the inverse thermal voltage and $\alpha$ the transfer coefficient. The Butler–Volmer form is postulated here: a fraction $\alpha$ of the electrical driving energy lowers the discharge barrier, and the remainder raises the reverse barrier. With prefactor $k_v$ at $x=0$, the discharge constant is $v=k_v e^{\alpha fx}$.

```lean
/-- Butler-Volmer constant of the discharge step at cathodic overpotential `x`, with transfer
coefficient `α` and inverse thermal voltage `f`. -/
def forward (k α f x : ℝ) : ℝ := k * Real.exp (α * (f * x))
```

With its own prefactor $k_b$, the reverse constant is $b=k_b e^{-(1-\alpha)fx}$.

```lean
/-- Butler-Volmer constant of the reverse step at cathodic overpotential `x`. -/
def backward (k α f x : ℝ) : ℝ := k * Real.exp (-((1 - α) * (f * x)))
```

For $0<\alpha\le1$ and positive $f$, $k_v$, $k_b$ and $t$, raising $x$ increases $v$ and does not increase $b$, so the coverage and the rate both rise strictly. Moreover,

$$\frac bv=\frac{k_b}{k_v}e^{-fx}\to0,\qquad v\to\infty\qquad(x\to\infty),$$

and the plateau theorem gives the limit $t$. In the code, `h1` and `h2` order the rate constants for the comparison, and `he` splits the reverse exponential so that the factor $e^{\alpha fx}$ cancels in the ratio $b/v$.

```lean
/-- With Butler-Volmer constants the production rate increases strictly with the cathodic
overpotential and tends to the recombination constant. -/
theorem butler_volmer_plateau {kv kb α f t : ℝ} (hkv : 0 < kv) (hkb : 0 < kb) (hα : 0 < α)
    (hα1 : α ≤ 1) (hf : 0 < f) (ht : 0 < t) :
    StrictMono (fun x => tafelRate t (coverage (forward kv α f x) (backward kb α f x) t)) ∧
    Tendsto (fun x => tafelRate t (coverage (forward kv α f x) (backward kb α f x) t))
      atTop (𝓝 t) := by
  have pv : ∀ x, 0 < forward kv α f x := fun x => mul_pos hkv (Real.exp_pos _)
  have pb : ∀ x, 0 < backward kb α f x := fun x => mul_pos hkb (Real.exp_pos _)
  constructor
  · intro x y hxy
    have hfxy : f * x < f * y := mul_lt_mul_of_pos_left hxy hf
    have h1 : forward kv α f x < forward kv α f y :=
      mul_lt_mul_of_pos_left (Real.exp_lt_exp.mpr (mul_lt_mul_of_pos_left hfxy hα)) hkv
    have h2 : backward kb α f y ≤ backward kb α f x := by
      refine mul_le_mul_of_nonneg_left (Real.exp_le_exp.mpr (neg_le_neg ?_)) hkb.le
      exact mul_le_mul_of_nonneg_left hfxy.le (by linarith)
    exact mul_lt_mul_of_pos_left (pow_lt_pow_left₀ (coverage_lt (pv x) h1 (pb y) h2 ht)
      (coverage_steady (pv x) (pb x) ht).1.1.le two_ne_zero) ht
  · have hy : Tendsto (fun x : ℝ => f * x) atTop atTop := tendsto_id.const_mul_atTop hf
    refine rate_plateau ht pb
      ((Real.tendsto_exp_atTop.comp (hy.const_mul_atTop hα)).const_mul_atTop hkv) ?_
    have h0 := (Real.tendsto_exp_atBot.comp (tendsto_neg_atTop_atBot.comp hy)).const_mul (kb / kv)
    rw [mul_zero] at h0
    refine h0.congr fun x => ?_
    have he : Real.exp (-((1 - α) * (f * x))) =
        Real.exp (-(f * x)) * Real.exp (α * (f * x)) := by
      rw [← Real.exp_add]
      congr 1
      ring
    have hne := (Real.exp_pos (α * (f * x))).ne'
    simp only [Function.comp_apply, forward, backward]
    rw [he, ← mul_assoc, mul_div_mul_right _ _ hne]
    ring

end

end VolmerTafel
```

```lean
#print axioms VolmerTafel.volmer_tafel
-- 'VolmerTafel.volmer_tafel' depends on axioms: [propext, Classical.choice, Quot.sound]
#print axioms VolmerTafel.rate_low_coverage
-- 'VolmerTafel.rate_low_coverage' depends on axioms: [propext, Classical.choice, Quot.sound]
#print axioms VolmerTafel.butler_volmer_plateau
-- 'VolmerTafel.butler_volmer_plateau' depends on axioms: [propext, Classical.choice, Quot.sound]
```

## The 30 mV line and the limiting current

The low-coverage theorem also applies to the Butler–Volmer constants. As $x\to-\infty$, $v/b=(k_v/k_b)e^{fx}$ and $v/b^2=(k_v/k_b^2)e^{(2-\alpha)fx}$ both vanish, so substitution by hand, which the code does not carry out, gives

$$t\theta^2\sim t\left(\frac{k_v}{k_b}\right)^2e^{2fx}.$$

This corresponds to about 30 mV per decade at room temperature. It describes the recombination rate alone: near and below equilibrium, dissociative adsorption of hydrogen would have to be subtracted to obtain the net rate. The line can be seen at cathodic overpotentials if $k_v/k_b$ is small enough for the coverage to remain low there, and $tk_v/k_b^2$ small enough for the Volmer step to stay close to equilibrium.

In a calculation, rate constants from computed adsorption energies and barriers can be inserted into `coverage`, within this mean-field, single-site model. With $\Gamma$ moles of sites per unit area, the hydrogen evolution current density has magnitude $2F\Gamma t\theta^2$, and its plateau is $2F\Gamma t$.
